# The exact propagator of a finite-dimensional spin in a circularly rotating field

## A spin as three matrices

The first choice is what counts as a spin. Here it is three complex square matrices \(J_x,J_y,J_z\) of any finite size with

\[
[J_z,J_x]=iJ_y,\qquad [J_y,J_z]=iJ_x .
\]

No value of the spin quantum number is fixed, and neither Hermiticity nor \([J_x,J_y]=iJ_z\) is assumed. The usual matrices of every spin \(j\) satisfy the two relations, and so do those of the total spin of several particles.

A static field along \(z\) and a field rotating in the \(xy\) plane give, with \(\hbar=1\),

\[
H(t)=w_0J_z+w_1\bigl(\cos(wt)J_x+\sin(wt)J_y\bigr).
\]

The real numbers \(w_0\), \(w_1\) and \(w\) are the precession frequency in the static field, the strength of the rotating field as a frequency, and its angular velocity. The field is classical and exactly circular, and there is no relaxation. Within this model, the solution is a reference against which a time-stepping code for driven spins can be checked.

## The claim and its Lean form

Put \(K=(w_0-w)J_z+w_1J_x\) and

\[
U(t)=e^{-iwtJ_z}\,e^{-itK}.
\]

Then \(U(0)=1\) and \(iU'(t)=H(t)U(t)\), and every matrix solution \(V\) is \(V(t)=U(t)V(0)\).

In Lean, `evolve H t` is \(e^{-itH}\), while `labHamiltonian`, `rotatingHamiltonian` and `propagator` are \(H(t)\), \(K\) and \(U(t)\). The commutation relations are the hypotheses `hzx` and `hyz`. `SolvesSchrodinger H U` says that at every real time \(U\) has the derivative \(-iH(t)U(t)\). The theorem `propagator_solves` gives the initial value and the equation, and `propagator_unique` gives uniqueness. Unitarity is not part of either statement; it follows if \(J_x\) and \(J_z\) are Hermitian, which is not assumed.

## Rotating \(J_x\) about \(z\)

First let \(A\) be a constant matrix and \(G'=-iAG\). Since \(A\) commutes with \(e^{itA}\),

\[
\frac{d}{dt}\bigl(e^{itA}G\bigr)=e^{itA}(iA-iA)G=0,
\]

so \(G(t)=e^{-itA}G(0)\).

Now let \(T(\theta)=\cos\theta\,J_x+\sin\theta\,J_y\). The commutators give

\[
[J_z,T]=i\cos\theta\,J_y-i\sin\theta\,J_x=iT',
\]

hence \(T'=-i(J_zT-TJ_z)\). For \(G=Te^{-i\theta J_z}\) this yields

\[
G'=(T'-iTJ_z)e^{-i\theta J_z}=-iJ_zG,\qquad G(0)=J_x .
\]

By the first result, with \(\theta\) in the role of time,

\[
T(\theta)e^{-i\theta J_z}=e^{-i\theta J_z}J_x .
\]

## Into the rotating frame and back

Write \(Z=e^{-iwtJ_z}\), which commutes with \(J_z\). Then

\[
wJ_zZ+ZK=wJ_zZ+(w_0-w)J_zZ+w_1T(wt)Z=H(t)Z .
\]

The product rule now gives the equation for \(U\):

\[
iU'=(wJ_zZ+ZK)e^{-itK}=H(t)Ze^{-itK}=H(t)U .
\]

At \(t=0\) both exponentials are 1.

For uniqueness, let \(V\) be a solution and \(R=Z^{-1}V\). Multiplying the frame identity by \(Z^{-1}\) on both sides gives \(Z^{-1}H=wJ_zZ^{-1}+KZ^{-1}\), so

\[
iR'=-wJ_zZ^{-1}V+Z^{-1}HV=KR .
\]

Therefore \(R(t)=e^{-itK}V(0)\), and \(V(t)=ZR(t)=U(t)V(0)\).

The term \(wJ_zZ\) is easily lost. Conjugating \(H(t)\) alone gives \(Z^{-1}HZ=w_0J_z+w_1J_x\), which differs from the rotating-frame generator \(K\) by \(wJ_z\), the contribution of the time dependence of \(Z\). With \(w_0J_z+w_1J_x\) in place of \(K\), the resonance at \(w=w_0\) would disappear.

## Spin one-half and Rabi's formula

If \(A^2=a^2\) with \(a\) real, the function \(F(t)=a\cos(at)-i\sin(at)A\) satisfies

\[
F'=-a^2\sin(at)-ia\cos(at)A=-iAF,\qquad F(0)=a,
\]

so \(a\,e^{-itA}=F(t)\).

For spin one-half, \(J_x^2=J_z^2=\tfrac14\) and \(J_xJ_z+J_zJ_x=0\). Hence \(K^2=(\Omega/2)^2\) with \(\Omega^2=(w_0-w)^2+w_1^2\). Number the states 0 (up) and 1 (down), as Lean does. The off-diagonal entry of \(K\) is \(w_1/2\), so

\[
\Omega\,(e^{-itK})_{10}=-iw_1\sin(\Omega t/2).
\]

The matrix \(Z\) is diagonal with \(Z_{11}=e^{iwt/2}\), a phase. The flip probability \(P=|U_{10}|^2\) therefore obeys

\[
\Omega^2P(t)=w_1^2\sin^2(\Omega t/2).
\]

For \(\Omega\neq0\) one may divide by \(\Omega^2\); for \(\Omega=0\) both sides vanish and the formula leaves \(P\) undetermined.

## The complete Lean file

```lean
import Mathlib

open Complex Matrix
open scoped Matrix.Norms.Operator

noncomputable section

namespace MagneticResonance

variable {n : Type*} [Fintype n] [DecidableEq n]

/-- The evolution operator `exp(-itH)` of a constant Hamiltonian `H`. -/
def evolve (H : Matrix n n ℂ) (t : ℝ) : Matrix n n ℂ :=
  NormedSpace.exp (t • ((-I) • H))

/-- The Schrödinger equation `i U'(t) = H(t) U(t)` at all times, written as `U' = -i H U`. -/
def SolvesSchrodinger (H U : ℝ → Matrix n n ℂ) : Prop :=
  ∀ t, HasDerivAt U ((-I) • (H t * U t)) t

/-- The transverse spin component `cos θ Jx + sin θ Jy`. -/
def transverse (Jx Jy : Matrix n n ℂ) (θ : ℝ) : Matrix n n ℂ :=
  (Real.cos θ : ℂ) • Jx + (Real.sin θ : ℂ) • Jy

/-- The laboratory Hamiltonian `w0 Jz + w1 (cos(wt) Jx + sin(wt) Jy)`. -/
def labHamiltonian (Jx Jy Jz : Matrix n n ℂ) (w0 w1 w t : ℝ) : Matrix n n ℂ :=
  (w0 : ℂ) • Jz + (w1 : ℂ) • transverse Jx Jy (w * t)

/-- The constant Hamiltonian `(w0 - w) Jz + w1 Jx` of the rotating frame. -/
def rotatingHamiltonian (Jx Jz : Matrix n n ℂ) (w0 w1 w : ℝ) : Matrix n n ℂ :=
  ((w0 : ℂ) - (w : ℂ)) • Jz + (w1 : ℂ) • Jx

/-- The operator `U(t) = exp(-iwtJz) exp(-it((w0 - w) Jz + w1 Jx))`. -/
def propagator (Jx Jz : Matrix n n ℂ) (w0 w1 w t : ℝ) : Matrix n n ℂ :=
  evolve Jz (w * t) * evolve (rotatingHamiltonian Jx Jz w0 w1 w) t

/-- `exp(-itH)` is the identity at time zero, is inverted by reversing time, and commutes
with `H`. -/
theorem evolve_basic (H : Matrix n n ℂ) (t : ℝ) :
    evolve H 0 = 1 ∧ evolve H t * evolve H (-t) = 1 ∧ H * evolve H t = evolve H t * H := by
  refine ⟨by simp [evolve], ?_, ?_⟩
  · unfold evolve
    rw [← Matrix.exp_add_of_commute _ _
      (((Commute.refl ((-I) • H)).smul_left t).smul_right (-t)),
      ← add_smul, add_neg_cancel, zero_smul, NormedSpace.exp_zero]
  · exact (((Commute.refl H).smul_right (-I)).smul_right t).exp_right

/-- The time derivative of `exp(-ictH)` is `-ic H exp(-ictH)`. -/
theorem evolve_deriv (H : Matrix n n ℂ) (c t : ℝ) :
    HasDerivAt (fun s : ℝ => evolve H (c * s))
      ((-((c : ℂ) * I)) • (H * evolve H (c * t))) t := by
  have h : HasDerivAt (evolve H) (((-I) • H) * evolve H (c * t)) (c * t) :=
    hasDerivAt_exp_smul_const' ((-I) • H) (c * t)
  have hl : HasDerivAt (fun s : ℝ => c * s) c t :=
    ((hasDerivAt_id' t).const_mul c).congr_deriv (mul_one c)
  refine (HasDerivAt.scomp t h hl).congr_deriv ?_
  rw [Matrix.smul_mul]
  ext i j
  simp only [Matrix.smul_apply, Complex.real_smul, smul_eq_mul]
  ring

/-- Every solution of the Schrödinger equation with constant Hamiltonian `H` is `exp(-itH)`
times its initial value. -/
theorem evolve_unique (H : Matrix n n ℂ) (G : ℝ → Matrix n n ℂ)
    (hG : SolvesSchrodinger (fun _ => H) G) (t : ℝ) : G t = evolve H t * G 0 := by
  -- undoing the evolution leaves a constant
  have hd : ∀ s, HasDerivAt (fun s : ℝ => evolve H (-1 * s) * G s) 0 s := by
    intro s
    refine ((evolve_deriv H (-1) s).fun_mul (hG s)).congr_deriv ?_
    rw [(evolve_basic H (-1 * s)).2.2]
    simp only [Matrix.smul_mul, Matrix.mul_smul, Matrix.mul_assoc, ofReal_neg, ofReal_one]
    module
  have hc := is_const_of_deriv_eq_zero (fun s => (hd s).differentiableAt)
    (fun s => (hd s).deriv) t 0
  simp only [neg_mul, one_mul, neg_zero, (evolve_basic H 0).1] at hc
  rw [← hc, ← Matrix.mul_assoc, (evolve_basic H t).2.1, Matrix.one_mul]

/-- If `[Jz,Jx] = iJy` and `[Jy,Jz] = iJx`, then `exp(-iθJz)` rotates `Jx` into
`cos θ Jx + sin θ Jy`. -/
theorem rotation {Jx Jy Jz : Matrix n n ℂ} (hzx : Jz * Jx - Jx * Jz = I • Jy)
    (hyz : Jy * Jz - Jz * Jy = I • Jx) (θ : ℝ) :
    transverse Jx Jy θ * evolve Jz θ = evolve Jz θ * Jx := by
  have hy : Jy = (-I) • (Jz * Jx - Jx * Jz) := by rw [hzx, smul_smul]; simp
  have hx : Jx = (-I) • (Jy * Jz - Jz * Jy) := by rw [hyz, smul_smul]; simp
  have hG : SolvesSchrodinger (fun _ => Jz) (fun s => transverse Jx Jy s * evolve Jz s) := by
    intro s
    have hT : HasDerivAt (transverse Jx Jy)
        (((-Real.sin s : ℝ) : ℂ) • Jx + ((Real.cos s : ℝ) : ℂ) • Jy) s :=
      ((Real.hasDerivAt_cos s).ofReal_comp.smul_const Jx).fun_add
        ((Real.hasDerivAt_sin s).ofReal_comp.smul_const Jy)
    have hZ : HasDerivAt (evolve Jz) ((-I) • (Jz * evolve Jz s)) s := by
      simpa using evolve_deriv Jz 1 s
    refine (hT.fun_mul hZ).congr_deriv ?_
    -- the commutators turn the transverse component
    have key : ((-Real.sin s : ℝ) : ℂ) • Jx + ((Real.cos s : ℝ) : ℂ) • Jy
        + (-I) • (transverse Jx Jy s * Jz) = (-I) • (Jz * transverse Jx Jy s) := by
      simp only [transverse, Matrix.mul_add, Matrix.add_mul, Matrix.smul_mul,
        Matrix.mul_smul, ofReal_neg]
      linear_combination (norm := module)
        (Real.cos s : ℂ) • hy - (Real.sin s : ℂ) • hx
    have k := congrArg (fun M => M * evolve Jz s) key
    simp only [Matrix.add_mul, Matrix.smul_mul, Matrix.mul_smul, Matrix.mul_assoc] at k ⊢
    exact k
  have h0 : transverse Jx Jy 0 = Jx := by simp [transverse]
  simpa only [h0, (evolve_basic Jz 0).1, mul_one] using evolve_unique Jz _ hG θ

/-- If `[Jz,Jx] = iJy` and `[Jy,Jz] = iJx`, the rotation `Z = exp(-iwtJz)` links the laboratory
Hamiltonian `H` and the rotating-frame Hamiltonian `K` by `w Jz Z + Z K = H Z`. -/
theorem frame_change {Jx Jy Jz : Matrix n n ℂ} (hzx : Jz * Jx - Jx * Jz = I • Jy)
    (hyz : Jy * Jz - Jz * Jy = I • Jx) (w0 w1 w t : ℝ) :
    (w : ℂ) • (Jz * evolve Jz (w * t))
      + evolve Jz (w * t) * rotatingHamiltonian Jx Jz w0 w1 w
      = labHamiltonian Jx Jy Jz w0 w1 w t * evolve Jz (w * t) := by
  simp only [rotatingHamiltonian, labHamiltonian, Matrix.mul_add, Matrix.add_mul,
    Matrix.smul_mul, Matrix.mul_smul]
  rw [rotation hzx hyz, (evolve_basic Jz (w * t)).2.2]
  module

/-- Exact magnetic resonance propagator: if `[Jz,Jx] = iJy` and `[Jy,Jz] = iJx`, then
`U(t) = exp(-iwtJz) exp(-it((w0 - w) Jz + w1 Jx))` has `U(0) = 1` and solves the Schrödinger
equation with the Hamiltonian `w0 Jz + w1 (cos(wt) Jx + sin(wt) Jy)`. -/
theorem propagator_solves {Jx Jy Jz : Matrix n n ℂ} (hzx : Jz * Jx - Jx * Jz = I • Jy)
    (hyz : Jy * Jz - Jz * Jy = I • Jx) (w0 w1 w : ℝ) :
    propagator Jx Jz w0 w1 w 0 = 1 ∧
      SolvesSchrodinger (labHamiltonian Jx Jy Jz w0 w1 w) (propagator Jx Jz w0 w1 w) := by
  refine ⟨by simp [propagator, evolve], fun t => ?_⟩
  have hE : HasDerivAt (evolve (rotatingHamiltonian Jx Jz w0 w1 w)) ((-I) •
      (rotatingHamiltonian Jx Jz w0 w1 w * evolve (rotatingHamiltonian Jx Jz w0 w1 w) t)) t := by
    simpa using evolve_deriv (rotatingHamiltonian Jx Jz w0 w1 w) 1 t
  refine ((evolve_deriv Jz w t).fun_mul hE).congr_deriv ?_
  have k := congrArg (fun M => (-I) • (M * evolve (rotatingHamiltonian Jx Jz w0 w1 w) t))
    (frame_change hzx hyz w0 w1 w t)
  simp only [propagator, Matrix.add_mul, Matrix.smul_mul, Matrix.mul_smul,
    Matrix.mul_assoc] at k ⊢
  linear_combination (norm := module) k

/-- If `[Jz,Jx] = iJy` and `[Jy,Jz] = iJx`, every solution `V` of the magnetic resonance
Schrödinger equation is `V(t) = U(t) V(0)`. -/
theorem propagator_unique {Jx Jy Jz : Matrix n n ℂ} (hzx : Jz * Jx - Jx * Jz = I • Jy)
    (hyz : Jy * Jz - Jz * Jy = I • Jx) (w0 w1 w : ℝ) (V : ℝ → Matrix n n ℂ)
    (hV : SolvesSchrodinger (labHamiltonian Jx Jy Jz w0 w1 w) V) (t : ℝ) :
    V t = propagator Jx Jz w0 w1 w t * V 0 := by
  have inv (s : ℝ) : evolve Jz (w * s) * evolve Jz (-w * s) = 1 := by
    rw [neg_mul]; exact (evolve_basic Jz (w * s)).2.1
  -- in the rotating frame the Hamiltonian is constant
  have hR : SolvesSchrodinger (fun _ => rotatingHamiltonian Jx Jz w0 w1 w)
      (fun s => evolve Jz (-w * s) * V s) := by
    intro s
    refine ((evolve_deriv Jz (-w) s).fun_mul (hV s)).congr_deriv ?_
    have k := congrArg (fun M => evolve Jz (-w * s) * M * evolve Jz (-w * s))
      (frame_change hzx hyz w0 w1 w s)
    simp only [Matrix.mul_add, Matrix.add_mul, Matrix.smul_mul, Matrix.mul_smul,
      Matrix.mul_assoc, inv, Matrix.mul_one] at k
    rw [← Matrix.mul_assoc (evolve Jz (-w * s)) (evolve Jz (w * s)),
      mul_eq_one_comm.mp (inv s), Matrix.one_mul, ← (evolve_basic Jz (-w * s)).2.2] at k
    have k' := congrArg (fun M => (-I) • (M * V s)) k
    simp only [Matrix.add_mul, Matrix.smul_mul, Matrix.mul_smul, Matrix.mul_assoc,
      ofReal_neg] at k' ⊢
    linear_combination (norm := module) -k'
  have h := evolve_unique _ _ hR t
  simp only [mul_zero, (evolve_basic Jz 0).1, one_mul] at h
  rw [propagator, Matrix.mul_assoc, ← h, ← Matrix.mul_assoc, inv, Matrix.one_mul]

/-- If `H² = a²`, then `a exp(-itH) = a cos(at) - i sin(at) H`. -/
theorem evolve_two_level (H : Matrix n n ℂ) (a : ℝ) (hH : H * H = ((a : ℂ) ^ 2) • 1) (t : ℝ) :
    (a : ℂ) • evolve H t
      = ((a * Real.cos (a * t) : ℝ) : ℂ) • 1 - (Real.sin (a * t) : ℂ) • (I • H) := by
  have hG : SolvesSchrodinger (fun _ => H) (fun s =>
      ((a * Real.cos (a * s) : ℝ) : ℂ) • (1 : Matrix n n ℂ)
        - (Real.sin (a * s) : ℂ) • (I • H)) := by
    intro s
    have hl : HasDerivAt (fun s : ℝ => a * s) a s :=
      ((hasDerivAt_id' s).const_mul a).congr_deriv (mul_one a)
    refine (((hl.cos.const_mul a).ofReal_comp.smul_const (1 : Matrix n n ℂ)).fun_sub
      (hl.sin.ofReal_comp.smul_const (I • H))).congr_deriv ?_
    have e : (I * I) • (1 : Matrix n n ℂ) = (-1 : ℂ) • 1 := by rw [I_mul_I]
    simp only [Matrix.mul_sub, Matrix.mul_smul, Matrix.mul_one, hH, ofReal_mul, ofReal_neg]
    linear_combination (norm := module) (-((a : ℂ) ^ 2 * (Real.sin (a * s) : ℂ))) • e
  have h := evolve_unique H _ hG t
  simp only [mul_zero, Real.cos_zero, Real.sin_zero, mul_one, ofReal_zero, zero_smul,
    sub_zero, Matrix.mul_smul] at h
  exact h.symm

/-- The spin one-half matrix `Jx`. -/
def sx : Matrix (Fin 2) (Fin 2) ℂ := !![0, 1 / 2; 1 / 2, 0]

/-- The spin one-half matrix `Jy`. -/
def sy : Matrix (Fin 2) (Fin 2) ℂ := !![0, -I / 2; I / 2, 0]

/-- The spin one-half matrix `Jz`. -/
def sz : Matrix (Fin 2) (Fin 2) ℂ := !![1 / 2, 0; 0, -1 / 2]

/-- The spin one-half matrices satisfy `[Jz,Jx] = iJy` and `[Jy,Jz] = iJx`. -/
theorem spinHalf_witness :
    sz * sx - sx * sz = I • sy ∧ sy * sz - sz * sy = I • sx := by
  constructor <;> ext i j <;> fin_cases i <;> fin_cases j <;>
    simp [sx, sy, sz] <;> ring_nf <;>
    simp [I_sq] <;> norm_num

/-- Rabi's formula: for spin one-half and `Ω² = (w0 - w)² + w1²`, the spin-flip probability
`P(t)` obeys `Ω² P(t) = w1² sin²(Ωt/2)`. -/
theorem rabi_formula (w0 w1 w Ω t : ℝ) (hΩ : Ω ^ 2 = (w0 - w) ^ 2 + w1 ^ 2) :
    Ω ^ 2 * normSq (propagator sx sz w0 w1 w t 1 0) = w1 ^ 2 * Real.sin (Ω / 2 * t) ^ 2 := by
  have hΩ' : (Ω : ℂ) ^ 2 = ((w0 : ℂ) - w) ^ 2 + (w1 : ℂ) ^ 2 := by exact_mod_cast hΩ
  have hz := evolve_two_level sz (1 / 2) (by
    ext i j
    fin_cases i <;> fin_cases j <;>
      simp [sz, Matrix.mul_apply, Fin.sum_univ_succ] <;> norm_num) (w * t)
  have hk := evolve_two_level (rotatingHamiltonian sx sz w0 w1 w) (Ω / 2) (by
    ext i j
    fin_cases i <;> fin_cases j <;>
      simp [rotatingHamiltonian, sx, sz, Matrix.mul_apply, Fin.sum_univ_succ] <;>
      first | linear_combination (-1 / 4 : ℂ) * hΩ' | ring) t
  have cs := Real.sin_sq_add_cos_sq (1 / 2 * (w * t))
  generalize Real.cos (1 / 2 * (w * t)) = c at hz cs
  generalize Real.sin (1 / 2 * (w * t)) = s at hz cs
  generalize Real.cos (Ω / 2 * t) = κ at hk
  generalize Real.sin (Ω / 2 * t) = σ at hk ⊢
  -- read off the matrix elements that enter the spin flip
  have z10 : evolve sz (w * t) 1 0 = 0 := by
    have h := congrFun (congrFun hz 1) 0
    simpa [sz] using h
  have z11 : evolve sz (w * t) 1 1 = c + s * I := by
    have h := congrFun (congrFun hz 1) 1
    generalize evolve sz (w * t) = Z at h ⊢
    simp [sz] at h
    linear_combination 2 * h
  have k10 : (Ω : ℂ) * evolve (rotatingHamiltonian sx sz w0 w1 w) t 1 0 = -(I * w1 * σ) := by
    have h := congrFun (congrFun hk 1) 0
    generalize evolve (rotatingHamiltonian sx sz w0 w1 w) t = E at h ⊢
    simp [rotatingHamiltonian, sx, sz] at h
    linear_combination 2 * h
  have hu : (Ω : ℂ) * propagator sx sz w0 w1 w t 1 0 = (c + s * I) * -(I * w1 * σ) := by
    rw [propagator, Matrix.mul_apply, Fin.sum_univ_two, z10, z11]
    linear_combination ((c : ℂ) + s * I) * k10
  have hn := congrArg normSq hu
  simp only [normSq_mul, normSq_neg, normSq_ofReal, normSq_I, normSq_add_mul_I] at hn
  linear_combination hn + w1 ^ 2 * σ ^ 2 * cs

end MagneticResonance
```

```lean
#print axioms MagneticResonance.propagator_solves
#print axioms MagneticResonance.propagator_unique
#print axioms MagneticResonance.rabi_formula
```

```
'MagneticResonance.propagator_solves' depends on axioms: [propext, Classical.choice, Quot.sound]
'MagneticResonance.propagator_unique' depends on axioms: [propext, Classical.choice, Quot.sound]
'MagneticResonance.rabi_formula' depends on axioms: [propext, Classical.choice, Quot.sound]
```

## From the derivation to the Lean proof

`evolve_basic` supplies the inverse and the commutation used throughout. `evolve_deriv` differentiates \(e^{-ictH}\) with a real factor \(c\), so that one lemma serves \(e^{-iwtJ_z}\) and its inverse. `evolve_unique` is the constant-Hamiltonian argument: `is_const_of_deriv_eq_zero` turns the zero derivative into a constant.

In `rotation`, the step `key` is the identity \(T'-iTJ_z=-iJ_zT\), obtained from the two commutators. `frame_change` inserts the rotation and collects terms.

The differential equations are all checked in the same way. `fun_mul` applies the product rule (`fun_add` or `fun_sub` where there is a sum or difference), and `congr_deriv` leaves the task of showing that the derivative found equals the one wanted. In `propagator_solves` that equality is `frame_change` multiplied on the right by \(e^{-itK}\). In `propagator_unique`, `hR` is the equation \(iR'=KR\), and `evolve_unique` finishes the argument.

`evolve_two_level` applies `evolve_unique` to \(F\). `rabi_formula` uses it for \(J_z\) with \(a=1/2\) and for \(K\) with \(a=\Omega/2\), then reads off the entries `z10`, `z11` and `k10`. The identity `cs`, \(\sin^2+\cos^2=1\), removes the phase \(Z_{11}\) from the probability. `spinHalf_witness` confirms that the spin one-half matrices satisfy both commutation hypotheses.
